# Linearly polarized Raman intensities fix a complex 2×2 diagonal tensor up to a common phase and conjugation

Suppose you neglect birefringence, fit a diagonal Raman tensor with complex entries to spectra taken with linear polarizers, and report that one entry leads the other by 90°. A second fit to the same data returns the same moduli but a lag of 90°, and matches equally well. More linear settings will not settle the disagreement, because the two tensors give the same intensity in every one of them. The theorems below identify all tensors that are confused in this way, and give one setting with circular light that separates a tensor from its conjugate whenever the two differ by more than a common phase.

## Tensor, polarizations and intensity

```lean
import Mathlib

open Matrix ComplexConjugate

namespace RamanTensorPhase

noncomputable section
```

Below, `conj z` is the complex conjugate $\bar z$, and `Complex.normSq z` is $|z|^2$. In each theorem, the claim stands before `:=` and its proof after it.

```lean
/-- The diagonal Raman tensor with complex entries `a` and `b`. -/
def ramanTensor (a b : ℂ) : Matrix (Fin 2) (Fin 2) ℂ := !![a, 0; 0, b]
```

This is $R=\mathrm{diag}(a,b)$, for one vibrational mode in known, fixed axes. Complex entries stand for the phases that the Raman response can acquire in an absorbing material. Either entry may be zero.

```lean
/-- The Raman intensity `|eᵀ R f|²` for polarization vectors `e` and `f`. -/
def intensity (R : Matrix (Fin 2) (Fin 2) ℂ) (e f : Fin 2 → ℂ) : ℝ :=
  ‖e ⬝ᵥ (R *ᵥ f)‖ ^ 2
```

The intensity is $|e^{T}Rf|^2$, with $f$ the incident and $e$ the scattered polarization. Frequency and occupation factors are left out, as is birefringence. The product `⬝ᵥ` does not conjugate, so for an analyzer with a complex polarization vector, $e$ is the conjugate of that vector.

```lean
/-- A linear polarization: a real vector regarded as a complex one. -/
def linearPol (e : Fin 2 → ℝ) : Fin 2 → ℂ := fun i => (e i : ℂ)
```

A linear polarization is a real vector. Its length is free: rescaling $e$ or $f$ multiplies the intensities of both tensors by the same factor, so comparing them on unit vectors is equivalent.

## What linear light measures

```lean
/-- The intensity of a diagonal tensor is the squared modulus of a sum of two amplitudes,
one for each axis. -/
theorem intensity_diag (a b : ℂ) (e f : Fin 2 → ℂ) :
    intensity (ramanTensor a b) e f =
      Complex.normSq (a * (e 0 * f 0) + b * (e 1 * f 1)) := by
  have h : e ⬝ᵥ (ramanTensor a b *ᵥ f) = a * (e 0 * f 0) + b * (e 1 * f 1) := by
    simp [ramanTensor, Matrix.mulVec, dotProduct, Fin.sum_univ_two]
    ring
  rw [intensity, h, Complex.sq_norm]
```

Write $p=e_0f_0$ and $q=e_1f_1$, with indices starting at 0 as in Lean. Multiplying out gives $e^{T}Rf=ap+bq$, hence the intensity $|ap+bq|^2$. The step `h` is this multiplication.

```lean
/-- For linear polarizations the interference of the two axes enters only through
the real part of `a conj b`. -/
theorem intensity_linear (a b : ℂ) (e f : Fin 2 → ℝ) :
    intensity (ramanTensor a b) (linearPol e) (linearPol f) =
      Complex.normSq a * (e 0 * f 0) ^ 2 + Complex.normSq b * (e 1 * f 1) ^ 2
        + 2 * (a * conj b).re * (e 0 * f 0) * (e 1 * f 1) := by
  rw [intensity_diag]
  simp only [linearPol, Complex.normSq_apply, Complex.add_re, Complex.add_im,
    Complex.mul_re, Complex.mul_im, Complex.ofReal_re, Complex.ofReal_im,
    Complex.conj_re, Complex.conj_im]
  ring
```

For real $p,q$,
$$|ap+bq|^2=|a|^2p^2+|b|^2q^2+2\,\mathrm{Re}(a\bar b)\,pq .$$
Lean writes everything in real and imaginary parts, and `ring` confirms the identity.

```lean
/-- Two diagonal tensors agree in all linearly polarized intensities exactly when they share
`|a|²`, `|b|²` and the real part of `a conj b`. -/
theorem linear_iff_invariants (a b a' b' : ℂ) :
    (∀ e f : Fin 2 → ℝ, intensity (ramanTensor a' b') (linearPol e) (linearPol f) =
      intensity (ramanTensor a b) (linearPol e) (linearPol f)) ↔
    Complex.normSq a' = Complex.normSq a ∧ Complex.normSq b' = Complex.normSq b ∧
      (a' * conj b').re = (a * conj b).re := by
  constructor
  · intro h
    have key : ∀ x y : ℝ,
        Complex.normSq a' * x ^ 2 + Complex.normSq b' * y ^ 2
          + 2 * (a' * conj b').re * x * y =
        Complex.normSq a * x ^ 2 + Complex.normSq b * y ^ 2
          + 2 * (a * conj b).re * x * y := by
      intro x y
      have hxy := h ![x, y] ![1, 1]
      simpa only [intensity_linear, Matrix.cons_val_zero, Matrix.cons_val_one,
        mul_one] using hxy
    -- three settings determine the three invariants
    have h1 := key 1 0
    have h2 := key 0 1
    have h3 := key 1 1
    refine ⟨?_, ?_, ?_⟩ <;> linarith
  · rintro ⟨ha, hb, hab⟩ e f
    rw [intensity_linear, intensity_linear, ha, hb, hab]
```

All linear intensities agree exactly when $|a|^2$, $|b|^2$ and $\mathrm{Re}(a\bar b)$ agree. From right to left, substitute into the formula above. From left to right, take $e=(x,y)$ and $f=(1,1)$, which is `key`, and choose three settings:

- $(x,y)=(1,0)$ gives $|a|^2$.
- $(x,y)=(0,1)$ gives $|b|^2$.
- $(x,y)=(1,1)$ gives $|a|^2+|b|^2+2\,\mathrm{Re}(a\bar b)$.

With unit vectors these values become $|a|^2/2$, $|b|^2/2$ and a quarter of the last sum. The tactic `linarith` solves the resulting linear equations.

## From equal invariants to a common phase

```lean
/-- Two pairs of amplitudes with equal moduli and equal products `a conj b` differ by
one common unit phase. -/
theorem exists_phase {a b a' b' : ℂ} (ha : Complex.normSq a' = Complex.normSq a)
    (hb : Complex.normSq b' = Complex.normSq b) (hab : a' * conj b' = a * conj b) :
    ∃ u : ℂ, ‖u‖ = 1 ∧ a' = u * a ∧ b' = u * b := by
  have hunit : ∀ z z' : ℂ, z ≠ 0 → Complex.normSq z' = Complex.normSq z →
      ‖z' / z‖ = 1 := by
    intro z z' hz h
    have hs : ‖z'‖ ^ 2 = ‖z‖ ^ 2 := by rw [Complex.sq_norm, Complex.sq_norm, h]
    have hn : ‖z'‖ = ‖z‖ := (sq_eq_sq₀ (norm_nonneg _) (norm_nonneg _)).mp hs
    rw [norm_div, hn, div_self (norm_ne_zero_iff.mpr hz)]
  by_cases a0 : a = 0
  · have a0' : a' = 0 := Complex.normSq_eq_zero.mp (by rw [ha, a0, map_zero])
    by_cases b0 : b = 0
    · have b0' : b' = 0 := Complex.normSq_eq_zero.mp (by rw [hb, b0, map_zero])
      exact ⟨1, by simp, by simp [a0, a0'], by simp [b0, b0']⟩
    · exact ⟨b' / b, hunit b b' b0 hb, by simp [a0, a0'],
        (div_mul_cancel₀ b' b0).symm⟩
  · -- the phase is read off from the first entry and carried to the second
    have hc : conj a' * b' = conj a * b := by
      have h := congrArg (fun z : ℂ => conj z) hab
      simpa only [map_mul, Complex.conj_conj] using h
    have hn : a' * conj a' = a * conj a := by
      rw [Complex.mul_conj, Complex.mul_conj, ha]
    have hm : conj a * (a * b') = conj a * (a' * b) := by
      linear_combination a' * hc - b' * hn
    have h : a * b' = a' * b :=
      mul_left_cancel₀ ((map_ne_zero (starRingEnd ℂ)).mpr a0) hm
    refine ⟨a' / a, hunit a a' a0 ha, (div_mul_cancel₀ a' a0).symm, ?_⟩
    rw [div_mul_eq_mul_div, eq_div_iff a0]
    linear_combination h
```

If the moduli agree and $a'\bar b'=a\bar b$, then a single $u$ with $|u|=1$ carries $(a,b)$ to $(a',b')$.

Take $a\neq0$ first and set $u=a'/a$, which has modulus one by `hunit`. Conjugating the product condition gives $\bar a'b'=\bar a b$ (`hc`). Multiply by $a'$ and use $a'\bar a'=a\bar a$ (`hn`):
$$\bar a\,(ab')=\bar a\,(a'b).$$
This is `hm`. Cancelling $\bar a$ leaves $ab'=a'b$, so $b'=ub$.

If $a=0$, then $a'=0$ as well. Use $u=b'/b$ when $b\neq0$, and $u=1$ when both entries vanish. The two `by_cases` lines make these distinctions.

```lean
/-- Two diagonal Raman tensors give equal intensities for all linear polarizations exactly when
one is a unit phase times the other or times its complex conjugate. -/
theorem linear_intensities_eq_iff (a b a' b' : ℂ) :
    (∀ e f : Fin 2 → ℝ, intensity (ramanTensor a' b') (linearPol e) (linearPol f) =
      intensity (ramanTensor a b) (linearPol e) (linearPol f)) ↔
    ∃ u : ℂ, ‖u‖ = 1 ∧
      ((a' = u * a ∧ b' = u * b) ∨ (a' = u * conj a ∧ b' = u * conj b)) := by
  rw [linear_iff_invariants]
  constructor
  · rintro ⟨ha, hb, hre⟩
    -- the imaginary part of `a conj b` is fixed up to its sign
    have him : (a' * conj b').im ^ 2 = (a * conj b).im ^ 2 := by
      have h : Complex.normSq (a' * conj b') = Complex.normSq (a * conj b) := by
        simp only [map_mul, Complex.normSq_conj, ha, hb]
      rw [Complex.normSq_apply, Complex.normSq_apply, hre] at h
      linear_combination h
    rcases sq_eq_sq_iff_eq_or_eq_neg.mp him with h | h
    · obtain ⟨u, hu, h1, h2⟩ := exists_phase ha hb (Complex.ext hre h)
      exact ⟨u, hu, Or.inl ⟨h1, h2⟩⟩
    · have hc : a' * conj b' = conj (a * conj b) :=
        Complex.ext (by rw [Complex.conj_re, hre]) (by rw [Complex.conj_im, h])
      obtain ⟨u, hu, h1, h2⟩ := exists_phase (a := conj a) (b := conj b) (a' := a') (b' := b')
        (by rw [Complex.normSq_conj, ha]) (by rw [Complex.normSq_conj, hb])
        (by rw [hc, map_mul])
      exact ⟨u, hu, Or.inr ⟨h1, h2⟩⟩
  · rintro ⟨u, hu, h⟩
    have hu' : Complex.normSq u = 1 := by rw [← Complex.sq_norm, hu, one_pow]
    -- a common phase drops out of the interference term
    have hp : ∀ z w : ℂ, u * z * conj (u * w) = z * conj w := by
      intro z w
      have h1 : u * conj u = 1 := by rw [Complex.mul_conj, hu', Complex.ofReal_one]
      rw [map_mul]
      linear_combination (z * conj w) * h1
    rcases h with ⟨rfl, rfl⟩ | ⟨rfl, rfl⟩
    · exact ⟨by rw [map_mul, hu', one_mul], by rw [map_mul, hu', one_mul], by rw [hp]⟩
    · refine ⟨by rw [map_mul, hu', one_mul, Complex.normSq_conj],
        by rw [map_mul, hu', one_mul, Complex.normSq_conj], ?_⟩
      rw [hp]
      simp only [Complex.mul_re, Complex.conj_re, Complex.conj_im]
      ring
```

This is the main theorem: all linear intensities agree if and only if $(a',b')$ equals $u(a,b)$ or $u(\bar a,\bar b)$ for some $u$ of modulus one.

For the forward direction, the previous results supply equal moduli and equal real parts. Since
$$|a|^2|b|^2=|a\bar b|^2=\mathrm{Re}(a\bar b)^2+\mathrm{Im}(a\bar b)^2,$$
the squares of the imaginary parts agree too (`him`), and `rcases` splits on the sign. With equal signs, $a'\bar b'=a\bar b$, and `exists_phase` gives the first alternative. With opposite signs, $a'\bar b'=\overline{a\bar b}$, and the same lemma applied to $(\bar a,\bar b)$ gives the second.

Conversely, $uz\,\overline{uw}=|u|^2z\bar w=z\bar w$ (`hp`), so a common phase changes none of the three invariants. Conjugation preserves them as well, because $\mathrm{Re}(\bar a b)=\mathrm{Re}(a\bar b)$.

For fits of polarized Raman spectra, this means that without birefringence, even noise-free linear data on a single mode with a 2×2 diagonal tensor leave the sign of the relative phase open.

## Circular light recovers the sign

```lean
/-- With `e = (1,1)` and `f = (1,i)` the interference term is twice the imaginary part
of `a conj b`. -/
theorem intensity_circular (a b : ℂ) :
    intensity (ramanTensor a b) ![1, 1] ![1, Complex.I] =
      Complex.normSq a + Complex.normSq b + 2 * (a * conj b).im := by
  rw [intensity_diag]
  simp only [Matrix.cons_val_zero, Matrix.cons_val_one, one_mul, mul_one,
    Complex.normSq_apply, Complex.add_re, Complex.add_im, Complex.mul_re, Complex.mul_im,
    Complex.I_re, Complex.I_im, Complex.conj_re, Complex.conj_im]
  ring
```

For $e=(1,1)$ and $f=(1,i)$ we have $p=1$ and $q=i$, so
$$|a+ib|^2=|a|^2+|b|^2+2\,\mathrm{Im}(a\bar b).$$
With both vectors normalised, the intensity is a quarter of this.

Making both polarizations circular loses the effect. For $e=f=(1,i)$ the second factor is $q=i\cdot i=-1$, which is real, and the intensity $|a-b|^2$ is again the same for a tensor and its conjugate.

```lean
/-- The polarizations `e = (1,1)` and `f = (1,i)` distinguish a diagonal tensor from its complex
conjugate exactly when the imaginary part of `a conj b` is nonzero. -/
theorem circular_separates_iff (a b : ℂ) :
    intensity (ramanTensor a b) ![1, 1] ![1, Complex.I] ≠
      intensity (ramanTensor (conj a) (conj b)) ![1, 1] ![1, Complex.I] ↔
    (a * conj b).im ≠ 0 := by
  have h : (conj a * conj (conj b)).im = -(a * conj b).im := by
    simp only [Complex.mul_im, Complex.conj_re, Complex.conj_im]
    ring
  rw [intensity_circular, intensity_circular, Complex.normSq_conj, Complex.normSq_conj, h]
  constructor
  · intro h1 h2
    exact h1 (by linarith)
  · intro h1 h2
    exact h1 (by linarith)
```

Conjugating both entries reverses the sign of $\mathrm{Im}(a\bar b)$ (`h`). The two intensities therefore differ by $4\,\mathrm{Im}(a\bar b)$, or by $\mathrm{Im}(a\bar b)$ for unit vectors, and the setting separates the tensors exactly when this number is nonzero. When it is zero, the conjugate is only a common phase away from the original, so there is nothing to separate.

Take $a=2$, $b=i$. Then $a\bar b=-2i$, and every linear setting gives $4p^2+q^2$ for both $(2,i)$ and its conjugate $(2,-i)$. In the circular setting, $(2,i)$ gives $|2-1|^2=1$ and $(2,-i)$ gives $|2+1|^2=9$. The normalised values are $1/4$ and $9/4$.

```lean
/-- Two diagonal Raman tensors give equal intensities for all complex polarizations exactly when
they differ by a unit phase. -/
theorem all_intensities_eq_iff (a b a' b' : ℂ) :
    (∀ e f : Fin 2 → ℂ, intensity (ramanTensor a' b') e f =
      intensity (ramanTensor a b) e f) ↔
    ∃ u : ℂ, ‖u‖ = 1 ∧ a' = u * a ∧ b' = u * b := by
  constructor
  · intro h
    obtain ⟨ha, hb, hre⟩ :=
      (linear_iff_invariants a b a' b').mp (fun e f => h (linearPol e) (linearPol f))
    -- the circular setting fixes the remaining sign
    have hc := h ![1, 1] ![1, Complex.I]
    rw [intensity_circular, intensity_circular] at hc
    exact exists_phase ha hb (Complex.ext hre (by linarith))
  · rintro ⟨u, hu, rfl, rfl⟩ e f
    have hu' : Complex.normSq u = 1 := by rw [← Complex.sq_norm, hu, one_pow]
    have hf : u * a * (e 0 * f 0) + u * b * (e 1 * f 1) =
        u * (a * (e 0 * f 0) + b * (e 1 * f 1)) := by ring
    rw [intensity_diag, intensity_diag, hf, Complex.normSq_mul, hu', one_mul]

end

end RamanTensorPhase
```

If the intensities agree for all complex polarizations, only the common phase remains free. The linear settings fix the moduli and the real part, and the circular setting `hc` then fixes the imaginary part, so `exists_phase` applies. Conversely, a common phase factors out of the amplitude, $uap+ubq=u(ap+bq)$, and disappears in the modulus.

```lean
#print axioms RamanTensorPhase.linear_intensities_eq_iff
#print axioms RamanTensorPhase.circular_separates_iff
#print axioms RamanTensorPhase.all_intensities_eq_iff
```

```
'RamanTensorPhase.linear_intensities_eq_iff' depends on axioms: [propext, Classical.choice, Quot.sound]
'RamanTensorPhase.circular_separates_iff' depends on axioms: [propext, Classical.choice, Quot.sound]
'RamanTensorPhase.all_intensities_eq_iff' depends on axioms: [propext, Classical.choice, Quot.sound]
```
